# The Wiberg valence of an atom in a real closed-shell determinant over an orthonormal basis: its number of basis functions minus tr((P_AA − 1)²)

Let P be a real symmetric matrix over a finite basis, each function assigned to an atom, with P² = 2P, as holds for the spin-summed density matrix of a closed-shell determinant in an orthonormal basis. The Wiberg valence of atom A is the sum of P_ij² over functions i on A and j on all other atoms. `valence_eq_block` states that it equals the number of basis functions on A minus tr((P_AA − 1)²), where P_AA is the block of P on A. The proof takes the valence as 2 tr P_AA − tr(P_AA²) from `valence_split` and expands the square. To match the traces with the sums in that lemma, it first shows, in the step `sub`, that a sum over the functions on A is an indicator-weighted sum over all functions.

The failing Lean file:

```lean
import Mathlib

open Matrix

namespace WibergValence

noncomputable section

variable {n κ : Type*} [Fintype n] [DecidableEq n] [Fintype κ] [DecidableEq κ]

/-- The Wiberg bond order of atoms `A` and `B`: the sum of `P i j ^ 2` over basis functions
`i` on `A` and `j` on `B`, where `loc` assigns each basis function to its atom. -/
def bondOrder (loc : n → κ) (P : Matrix n n ℝ) (A B : κ) : ℝ :=
  ∑ i, ∑ j, if loc i = A ∧ loc j = B then P i j ^ 2 else 0

/-- The Wiberg valence of atom `A`: the sum of its bond orders to all other atoms. -/
def valence (loc : n → κ) (P : Matrix n n ℝ) (A : κ) : ℝ :=
  ∑ B ∈ Finset.univ.erase A, bondOrder loc P A B

/-- The indicator of the basis functions on atom `A`. -/
def onAtom (loc : n → κ) (A : κ) (i : n) : ℝ := if loc i = A then 1 else 0

/-- The diagonal block of `P` on the basis functions of atom `A`. -/
def atomBlock (loc : n → κ) (P : Matrix n n ℝ) (A : κ) :
    Matrix {i // loc i = A} {i // loc i = A} ℝ :=
  P.submatrix Subtype.val Subtype.val

omit [DecidableEq n] in
/-- The valence is a sum of squared density-matrix elements between the atom and the rest. -/
theorem valence_eq_sum (loc : n → κ) (P : Matrix n n ℝ) (A : κ) :
    valence loc P A = ∑ i, onAtom loc A i * ∑ j, (1 - onAtom loc A j) * P i j ^ 2 := by
  unfold valence bondOrder
  rw [Finset.sum_comm]
  refine Finset.sum_congr rfl fun i _ => ?_
  rw [Finset.sum_comm, Finset.mul_sum]
  refine Finset.sum_congr rfl fun j _ => ?_
  by_cases h : loc i = A <;> by_cases h' : loc j = A <;> simp [onAtom, h, h']

/-- For a symmetric matrix, the trace of the square is the sum of all squared elements. -/
theorem trace_sq {m : Type*} [Fintype m] {M : Matrix m m ℝ} (hM : M.IsSymm) :
    (M * M).trace = ∑ i, ∑ j, M i j ^ 2 := by
  simp only [Matrix.trace, Matrix.diag_apply, Matrix.mul_apply]
  refine Finset.sum_congr rfl fun i _ => Finset.sum_congr rfl fun j _ => ?_
  rw [hM.apply i j]
  ring

omit [DecidableEq n] in
/-- The valence is twice the electron population of the atom minus the sum of the squared
density-matrix elements within the atom. -/
theorem valence_split (loc : n → κ) {P : Matrix n n ℝ} (hP : P.IsSymm)
    (hI : P * P = (2 : ℝ) • P) (A : κ) :
    valence loc P A = 2 * ∑ i, onAtom loc A i * P i i
      - ∑ i, onAtom loc A i * ∑ j, onAtom loc A j * P i j ^ 2 := by
  have row : ∀ i, ∑ j, P i j ^ 2 = 2 * P i i := by
    intro i
    have h := congrFun (congrFun hI i) i
    rw [Matrix.mul_apply, Matrix.smul_apply, smul_eq_mul] at h
    rw [← h]
    refine Finset.sum_congr rfl fun j _ => ?_
    rw [hP.apply i j]
    ring
  rw [valence_eq_sum, Finset.mul_sum, ← Finset.sum_sub_distrib]
  refine Finset.sum_congr rfl fun i _ => ?_
  have h : ∑ j, (1 - onAtom loc A j) * P i j ^ 2
      = 2 * P i i - ∑ j, onAtom loc A j * P i j ^ 2 := by
    rw [← row i, ← Finset.sum_sub_distrib]
    exact Finset.sum_congr rfl fun j _ => by ring
  rw [h]
  ring

/-- The valence is the number of basis functions on the atom minus `tr ((P_AA - 1)^2)`. -/
theorem valence_eq_block (loc : n → κ) {P : Matrix n n ℝ} (hP : P.IsSymm)
    (hI : P * P = (2 : ℝ) • P) (A : κ) :
    valence loc P A = (Fintype.card {i // loc i = A} : ℝ)
      - ((atomBlock loc P A - 1) ^ 2).trace := by
  -- sums over the functions of the atom are indicator-weighted sums over all functions
  have sub : ∀ f : n → ℝ, ∑ i : {i // loc i = A}, f i = ∑ i, onAtom loc A i * f i := by
    intro f
    have h := Finset.sum_subtype (Finset.univ.filter (fun i => loc i = A))
      (p := fun i => loc i = A) (by simp) f
    rw [← h, Finset.sum_filter]
    refine Finset.sum_congr rfl fun i _ => ?_
    by_cases h : loc i = A <;> simp [onAtom, h]
  have hB : (atomBlock loc P A).IsSymm := hP.submatrix _
  have h1 : (atomBlock loc P A).trace = ∑ i, onAtom loc A i * P i i := sub fun i => P i i
  have h2 : (atomBlock loc P A * atomBlock loc P A).trace
      = ∑ i, onAtom loc A i * ∑ j, onAtom loc A j * P i j ^ 2 := by
    rw [trace_sq hB, ← sub fun i => ∑ j, onAtom loc A j * P i j ^ 2]
    exact Finset.sum_congr rfl fun i _ => sub fun j => P i j ^ 2
  rw [valence_split loc hP hI, ← h1, ← h2, pow_two]
  simp only [sub_mul, mul_sub, mul_one, one_mul, Matrix.trace_sub, Matrix.trace_one]
  ring

end

end WibergValence
```

Messages:

```
Main.lean:79:14: error: don't know how to synthesize implicit argument `F`
  @Finset.sum_subtype n ℝ Real.instAddCommMonoid (fun i => loc i = A) ?m.88 {i | loc i = A}
    (of_eq_true
      (Eq.trans
        (forall_congr fun x =>
          Eq.trans
            (congrFun'
              (congrArg Iff
                (Eq.trans Finset.mem_filter._simp_1
                  (Eq.trans (congrFun' (congrArg And (Finset.mem_univ._simp_1 x)) (loc x = A)) (true_and (loc x = A)))))
              (loc x = A))
            (iff_self (loc x = A)))
        (implies_true n)))
    f
context:
n : Type u_1
κ : Type u_2
inst✝³ : Fintype n
inst✝² : DecidableEq n
inst✝¹ : Fintype κ
inst✝ : DecidableEq κ
loc : n → κ
P : Matrix n n ℝ
hP : P.IsSymm
hI : P * P = 2 • P
A : κ
f : n → ℝ
⊢ Fintype { i // loc i = A }
Main.lean:79:9: error: failed to infer `have` declaration type
```

What went wrong. The first message says that Lean could not determine the argument `F` of `Finset.sum_subtype`, the `Fintype` structure on `{i // loc i = A}` used by the sum over the subtype. `F` is an ordinary implicit argument, so Lean fills it by unification and does not run an instance search for it. The finset, the predicate and `f` were all given, but none of them fixes `F`, and `have h := ...` supplied no expected type that could. The second message follows from the first: with `F` unknown, the type of `h` could not be inferred.

The repair states the type of `h`. When Lean elaborates the sum over `{i // loc i = A}` written there, it finds the `Fintype` instance by search, and matching the lemma's conclusion with this statement then fixes `F`. The same match supplies the finset and the predicate, so replacing the finset by `_` and dropping `(p := ...)` are mere tidying.

The change, after which it compiles:

```diff
@@ -77,6 +77,7 @@
   have sub : ∀ f : n → ℝ, ∑ i : {i // loc i = A}, f i = ∑ i, onAtom loc A i * f i := by
     intro f
-    have h := Finset.sum_subtype (Finset.univ.filter (fun i => loc i = A))
-      (p := fun i => loc i = A) (by simp) f
+    have h : ∑ i ∈ Finset.univ.filter (fun i => loc i = A), f i
+        = ∑ i : {i // loc i = A}, f i :=
+      Finset.sum_subtype _ (by simp) f
     rw [← h, Finset.sum_filter]
     refine Finset.sum_congr rfl fun i _ => ?_
```
